# For a unit charge centred in a spherical dielectric cavity, half the size of the reaction potential is the field energy saved in the medium

Take an electron away from a molecule in a solvent, and the positive charge left behind polarises the surroundings. The polarised medium acts back on the charge and shifts the energy needed to remove the electron. How large is the potential that comes back, and why does half of it appear in the energy?

A simple classical model answers both questions: a point charge q at the centre of an empty sphere of radius R, with a dielectric of permittivity ε(r) outside. Let φ(r) be its electrostatic potential at distance r from the charge.

## The charge, the cavity and Gauss's law

```lean
import Mathlib

open Set Filter MeasureTheory Topology

namespace DielectricCavity

noncomputable section
```

This loads Mathlib and its notation for sets, limits and integrals. Below, `Ioi R` is the open interval (R, ∞), and `Tendsto f atTop (𝓝 0)` says that f(r) → 0 as r → ∞.

```lean
/-- The radial potential `φ` of a point charge `q` at the centre of an empty cavity of radius `R`
in a medium of permittivity `ε r` (Gaussian units): continuous for `r > 0`, zero at infinity,
differentiable away from the wall, and obeying Gauss's law on both sides of it. -/
structure IsCavityPotential (q R : ℝ) (ε φ : ℝ → ℝ) : Prop where
  cont : ContinuousOn φ (Ioi 0)
  decay : Tendsto φ atTop (𝓝 0)
  diff : ∀ r, 0 < r → r ≠ R → DifferentiableAt ℝ φ r
  gauss_in : ∀ r, 0 < r → r < R → r ^ 2 * deriv φ r = -q
  gauss_out : ∀ r, R < r → ε r * r ^ 2 * deriv φ r = -q
```

`IsCavityPotential q R ε φ` is the statement that φ solves the electrostatic problem. Its five fields say that φ is continuous for r > 0, vanishes at infinity, is differentiable away from the wall r = R, and obeys

r² φ′(r) = −q for 0 < r < R,

ε(r) r² φ′(r) = −q for r > R.

The units are Gaussian. The same q on both sides means that the wall carries no free charge. Differentiability is listed separately for the case q = 0: Lean's `deriv` returns 0 where no derivative exists, so the two equations alone would not ensure it there.

The model has a static, linear, spherically symmetric medium and a charge exactly at the centre. Since φ must be differentiable throughout the medium, a charged system with permittivity jumping between shells is not covered.

```lean
/-- The reaction potential: the full potential minus the bare Coulomb potential `q / r`,
for `r > 0`. -/
def reactionPotential (q : ℝ) (φ : ℝ → ℝ) (r : ℝ) : ℝ := φ r - q / r
```

The reaction potential is what remains after the bare Coulomb potential is removed:

φ(r) − q/r.

```lean
/-- The integral of `(1 - 1/ε) q² / (2 r²)` over the medium `r > R`, for `R > 0` and positive
permittivity, when it converges (Lean's integral is 0 otherwise). -/
def polarizationEnergy (q R : ℝ) (ε : ℝ → ℝ) : ℝ :=
  ∫ r in Ioi R, (1 - 1 / ε r) * q ^ 2 / (2 * r ^ 2)
```

This integral has a direct meaning. In the medium the displacement field is q/r² and the electric field is q/(ε r²), so a shell of thickness dr holds the field energy q²/(2 ε r²) dr. Without the medium it would hold q²/(2 r²) dr. The integrand is the difference, so `polarizationEnergy` is the amount by which the medium lowers the field energy. The diverging self-energy near the point charge is the same in both cases and cancels.

## A constant shift inside the cavity

```lean
/-- The Coulomb potential `c / r` has slope `-c / r²` at `r ≠ 0`. -/
theorem hasDerivAt_coulomb (c : ℝ) {r : ℝ} (hr : r ≠ 0) :
    HasDerivAt (fun x : ℝ => c / x) (-c / r ^ 2) r := by
  have h := (hasDerivAt_inv hr).const_mul c
  simp only [div_eq_mul_inv]
  exact h.congr_deriv (by ring)
```

`HasDerivAt f s r` says that f has slope s at r. Here it is the familiar (c/r)′ = −c/r², taken from Mathlib's derivative of 1/r. The tactic `ring` does the algebra.

```lean
variable {q R r e : ℝ} {ε φ : ℝ → ℝ}

/-- In the medium, where the permittivity is nonzero, Gauss's law gives the slope
`-q / (ε r²)` of the potential. -/
theorem deriv_outside (h : IsCavityPotential q R ε φ) (hR : 0 < R) (hr : R < r)
    (hε : ε r ≠ 0) : deriv φ r = -q / (ε r * r ^ 2) := by
  rw [eq_div_iff (mul_ne_zero hε (pow_ne_zero 2 (hR.trans hr).ne'))]
  linear_combination h.gauss_out r hr
```

The `variable` line declares the symbols used from here on. The lemma solves Gauss's law in the medium for the slope:

φ′(r) = −q/(ε(r) r²).

In the proof, `eq_div_iff` clears the denominator and `linear_combination` recognises what is left as Gauss's law.

```lean
/-- Inside the cavity the reaction potential is constant and equals its value at the wall. -/
theorem reaction_const (h : IsCavityPotential q R ε φ) (hr : 0 < r) (hrR : r ≤ R) :
    reactionPotential q φ r = reactionPotential q φ R := by
  have hc : ContinuousOn (reactionPotential q φ) (Ioi 0) :=
    h.cont.sub (continuousOn_const.div continuousOn_id fun x hx => (mem_Ioi.mp hx).ne')
  -- the bare Coulomb field carries the whole flux, so the remainder has zero slope
  have hd : ∀ x ∈ Ico r R, HasDerivWithinAt (reactionPotential q φ) 0 (Ici x) x := by
    intro x hx
    have hx0 : 0 < x := hr.trans_le hx.1
    have hs : deriv φ x = -q / x ^ 2 := by
      rw [eq_div_iff (pow_ne_zero 2 hx0.ne')]
      linear_combination h.gauss_in x hx0 hx.2
    have h1 := (h.diff x hx0 hx.2.ne).hasDerivAt.fun_sub (hasDerivAt_coulomb q hx0.ne')
    exact (h1.congr_deriv (by rw [hs]; ring)).hasDerivWithinAt
  exact (constant_of_has_deriv_right_zero
    (hc.mono fun x hx => hr.trans_le hx.1) hd R ⟨hrR, le_rfl⟩).symm
```

The theorem says that the reaction potential at any r with 0 < r ≤ R equals its value at the wall. By hand, Gauss's law inside gives φ′(x) = −q/x², so for 0 < x < R

(φ(x) − q/x)′ = −q/x² + q/x² = 0.

A continuous function with zero slope is constant, and continuity carries the value up to the wall.

The proof follows these steps: `hc` is the continuity, `hd` is the zero slope on [r, R), and `constant_of_has_deriv_right_zero` draws the conclusion.

## Half the shift as an integral over the medium

```lean
/-- If `φ` is a cavity potential for a radial permittivity profile with `ε ≥ 1` in the medium, half
the charge times the reaction potential in the cavity is minus the polarization energy integral over
the medium. -/
theorem reaction_energy (h : IsCavityPotential q R ε φ) (hε : ∀ x, R < x → 1 ≤ ε x)
    (hr : 0 < r) (hrR : r ≤ R) :
    q * reactionPotential q φ r / 2 = -polarizationEnergy q R ε := by
  have hR : 0 < R := hr.trans_le hrR
  have hc : ContinuousOn (fun x => q / 2 * (φ x - q / x)) (Ioi 0) :=
    continuousOn_const.mul (h.cont.sub
      (continuousOn_const.div continuousOn_id fun x hx => (mem_Ioi.mp hx).ne'))
  have ht : Tendsto (fun x => q / 2 * (φ x - q / x)) atTop (𝓝 0) := by
    have h1 := (h.decay.sub ((tendsto_const_nhds (x := q)).div_atTop tendsto_id)).const_mul (q / 2)
    rw [sub_zero, mul_zero] at h1
    exact h1
  -- the energy density is the slope of the reaction energy
  have hd : ∀ x ∈ Ioi R, HasDerivAt (fun x => q / 2 * (φ x - q / x))
      ((1 - 1 / ε x) * q ^ 2 / (2 * x ^ 2)) x := by
    intro x hx
    have hx0 : 0 < x := hR.trans hx
    have he : ε x ≠ 0 := by linarith [hε x hx, lt_irrefl (0 : ℝ)] |> fun (p : 0 < ε x) => p.ne'
    have h1 := ((h.diff x hx0 (mem_Ioi.mp hx).ne').hasDerivAt.fun_sub
      (hasDerivAt_coulomb q hx0.ne')).const_mul (q / 2)
    exact h1.congr_deriv (by rw [deriv_outside h hR hx he]; ring)
  have hp : ∀ x ∈ Ioi R, 0 ≤ (1 - 1 / ε x) * q ^ 2 / (2 * x ^ 2) := by
    intro x hx
    have h1 : 1 ≤ ε x := hε x hx
    have h2 : 1 / ε x ≤ 1 := by
      rw [div_le_one (by linarith)]
      exact h1
    exact div_nonneg (mul_nonneg (by linarith) (sq_nonneg q)) (by positivity)
  have key := integral_Ioi_of_hasDerivAt_of_nonneg
    ((hc.continuousAt (Ioi_mem_nhds hR)).continuousWithinAt) hd hp ht
  rw [reaction_const h hr hrR, polarizationEnergy, key, reactionPotential]
  ring
```

For any radial profile with ε ≥ 1 in the medium for which such a φ is given, the theorem states

q (φ(r) − q/r)/2 = −∫_R^∞ (1 − 1/ε(x)) q²/(2x²) dx, for 0 < r ≤ R.

To derive it, define u(x) = (q/2)(φ(x) − q/x). In the medium its slope is

u′(x) = (q/2)(−q/(ε(x) x²) + q/x²) = (1 − 1/ε(x)) q²/(2x²).

This is exactly the energy integrand. Both φ(x) and q/x vanish at infinity, so u does too, and

∫_R^∞ u′(x) dx = 0 − u(R).

Hence u(R) is minus the integral. The previous theorem moves the result from the wall to any point of the cavity.

The integral converges because ε ≥ 1 makes u′ non-negative: u rises towards a finite limit, so the area under u′ is finite. In Lean, `ht` is the limit, `hd` the slope and `hp` the sign, and `integral_Ioi_of_hasDerivAt_of_nonneg` combines them into the value of the integral.

The factor 1/2 can be understood by building up the charge from 0 to q. The medium is linear, so the reaction potential grows in proportion to the charge, and its average during the process is half its final value. The energy change is therefore half of q times the final reaction potential. The full product is the interaction of the charge with the polarised medium, and half of its magnitude is spent on polarising the medium.

## The uniform medium

```lean
/-- In a uniform medium of permittivity `e > 0` the potential from the wall outwards is the
screened Coulomb potential `q / (e r)`. -/
theorem screened_outside (h : IsCavityPotential q R (fun _ => e) φ) (hR : 0 < R) (he : 0 < e)
    (hr : R ≤ r) : φ r = q / (e * r) := by
  have hr0 : 0 < r := hR.trans_le hr
  have hc : ContinuousOn (fun x => φ x - q / e / x) (Ioi 0) :=
    h.cont.sub (continuousOn_const.div continuousOn_id fun x hx => (mem_Ioi.mp hx).ne')
  have ht : Tendsto (fun x => φ x - q / e / x) atTop (𝓝 0) := by
    have h1 := h.decay.sub ((tendsto_const_nhds (x := q / e)).div_atTop tendsto_id)
    rw [sub_zero] at h1
    exact h1
  have hd : ∀ x ∈ Ioi r, HasDerivAt (fun x => φ x - q / e / x) 0 x := by
    intro x hx
    have hRx : R < x := hr.trans_lt hx
    have hx0 : 0 < x := hR.trans hRx
    have h1 := (h.diff x hx0 hRx.ne').hasDerivAt.fun_sub (hasDerivAt_coulomb (q / e) hx0.ne')
    exact h1.congr_deriv (by rw [deriv_outside h hR hRx he.ne']; ring)
  -- a function with zero slope that vanishes at infinity is zero
  have key := integral_Ioi_of_hasDerivAt_of_nonneg
    ((hc.continuousAt (Ioi_mem_nhds hr0)).continuousWithinAt) hd (fun _ _ => le_rfl) ht
  rw [integral_zero] at key
  have h2 : q / e / r = q / (e * r) := by ring
  linarith
```

Now the permittivity is a constant, called `e` (it is not the elementary charge), and written as the function `fun _ => e`. From the wall outwards the potential is the screened Coulomb potential

φ(r) = q/(e r), for r ≥ R.

By hand, φ(x) − q/(e x) has slope −q/(e x²) + q/(e x²) = 0 in the medium and tends to zero at infinity, so it is zero there. Continuity includes the wall itself. Lean uses the same integration theorem as before, this time with a zero integrand.

```lean
/-- In a uniform medium of permittivity `e > 0` the reaction potential everywhere in the cavity
is `-(1 - 1/e) q / R`. -/
theorem reaction_uniform (h : IsCavityPotential q R (fun _ => e) φ) (he : 0 < e)
    (hr : 0 < r) (hrR : r ≤ R) : reactionPotential q φ r = -(1 - 1 / e) * q / R := by
  rw [reaction_const h hr hrR, reactionPotential,
    screened_outside h (hr.trans_le hrR) he le_rfl]
  ring
```

At the wall, the screened potential minus the bare one is

q/(e R) − q/R = −(1 − 1/e) q/R.

Since the reaction potential is constant inside, this is its value throughout the cavity. The three rewrites in the proof are these steps: move to the wall, unfold the definition, insert the screened potential. Here e > 0 is enough, and e ≥ 1 is not assumed.

```lean
/-- For a unit charge and a uniform medium with `e ≥ 1`, the potential in the cavity is shifted by
`-(1 - 1/e) / R`, and half the magnitude of the shift is the integral of `(1 - 1/e) / (2 r²)`
over `r > R`. -/
theorem cavity_shift_and_energy (h : IsCavityPotential 1 R (fun _ => e) φ) (he : 1 ≤ e)
    (hr : 0 < r) (hrR : r ≤ R) :
    φ r - 1 / r = -(1 - 1 / e) / R ∧
      |φ r - 1 / r| / 2 = ∫ x in Ioi R, (1 - 1 / e) / (2 * x ^ 2) := by
  have he0 : 0 < e := by linarith
  have h1 := reaction_uniform h he0 hr hrR
  have h2 := reaction_energy h (fun _ _ => he) hr hrR
  simp only [reactionPotential, polarizationEnergy, one_pow, mul_one, one_mul] at h1 h2
  have h3 : 1 / e ≤ 1 := by
    rw [div_le_one he0]
    exact he
  have h4 : φ r - 1 / r ≤ 0 := by
    rw [h1]
    exact div_nonpos_of_nonpos_of_nonneg (by linarith) (hr.trans_le hrR).le
  refine ⟨h1, ?_⟩
  rw [abs_of_nonpos h4]
  linarith
```

For unit charge and e ≥ 1, the two halves of the statement, joined by `∧` ("and"), read

φ(r) − 1/r = −(1 − 1/e)/R,

|φ(r) − 1/r|/2 = ∫_R^∞ (1 − 1/e)/(2x²) dx,

for every r with 0 < r ≤ R. The first is the previous theorem with q = 1. For the second, e ≥ 1 makes the shift non-positive (`h4`), so its magnitude is its negative, and `reaction_energy` supplies the integral. A direct check agrees: ∫_R^∞ dx/(2x²) = 1/(2R), so both sides equal (1 − 1/e)/(2R). At e = 1 there is no dielectric response and both are zero.

In a GW calculation for an embedded molecule, the polarisation response of the environment enters the self-energy through ΔW, the change it makes in the screened Coulomb interaction, and this one-sphere, static model gives an estimate of it: ΔW ≈ −(1 − 1/e)/R in atomic units. Here e should count only the electronic polarisation of the environment, because the nuclei are held fixed in such a calculation. Suppose that ΔW is constant over the molecule, that the orbitals are held fixed, and that the self-energy is taken in its static form (COHSEX). The Coulomb-hole term then shifts every level by ΔW/2, and screened exchange shifts the occupied levels by a further −ΔW. Occupied levels rise by |ΔW|/2, empty levels fall by |ΔW|/2, and the gap narrows by |ΔW|. With R = 10 bohr and e = 2, each level moves by 0.025 hartree, about 0.68 eV. This self-energy argument is an application of the formula, and the Lean file contains only the electrostatics.

A continuum-solvent code typically obtains the reaction potential from charges induced on a discretised cavity surface. For a unit charge at the centre of a sphere, a solver that imposes the exact dielectric boundary condition should give charges that add up to −(1 − 1/e). All of them lie at distance R from the centre, so their potential there is the shift above, which gives a simple test of the surface solver.

## An explicit potential for every radius and permittivity

```lean
/-- For `R > 0` and `e > 0` the function `q / r - (1 - 1/e) q / max r R` is a cavity potential
for the uniform medium of permittivity `e`. -/
theorem isCavityPotential_witness (q : ℝ) (hR : 0 < R) (he : 0 < e) :
    IsCavityPotential q R (fun _ => e) (fun r => q / r - (1 - 1 / e) * q / max r R) := by
  have hin : ∀ r, 0 < r → r < R →
      HasDerivAt (fun r => q / r - (1 - 1 / e) * q / max r R) (-q / r ^ 2) r := by
    intro r h0 h1
    refine ((hasDerivAt_coulomb q h0.ne').sub_const
      ((1 - 1 / e) * q / R)).congr_of_eventuallyEq ?_
    filter_upwards [Iio_mem_nhds h1] with x hx
    simp only [max_eq_right (mem_Iio.mp hx).le]
  have hout : ∀ r, R < r →
      HasDerivAt (fun r => q / r - (1 - 1 / e) * q / max r R) (-q / (e * r ^ 2)) r := by
    intro r h1
    have h0 : r ≠ 0 := (hR.trans h1).ne'
    have h2 := (hasDerivAt_coulomb q h0).fun_sub (hasDerivAt_coulomb ((1 - 1 / e) * q) h0)
    refine (h2.congr_deriv (by ring)).congr_of_eventuallyEq ?_
    filter_upwards [Ioi_mem_nhds h1] with x hx
    simp only [max_eq_left (mem_Ioi.mp hx).le]
  refine ⟨?_, ?_, ?_, ?_, ?_⟩
  · exact (continuousOn_const.div continuousOn_id fun x hx => (mem_Ioi.mp hx).ne').sub
      (continuousOn_const.div (continuous_id.max continuous_const).continuousOn
        fun x _ => (lt_max_of_lt_right hR).ne')
  · have h1 := ((tendsto_const_nhds (x := q)).div_atTop tendsto_id).sub
      ((tendsto_const_nhds (x := (1 - 1 / e) * q)).div_atTop
        (tendsto_atTop_mono (fun x : ℝ => le_max_left x R) tendsto_id))
    rw [sub_zero] at h1
    exact h1
  · intro r h0 hne
    rcases lt_or_gt_of_ne hne with h1 | h1
    · exact (hin r h0 h1).differentiableAt
    · exact (hout r h1).differentiableAt
  · intro r h0 h1
    rw [(hin r h0 h1).deriv]
    field_simp
  · intro r h1
    have h0 : 0 < r := hR.trans h1
    rw [(hout r h1).deriv]
    field_simp

end

end DielectricCavity
```

The theorems about the cavity so far start from a given φ. This one exhibits a suitable function for each R > 0 and e > 0:

φ(r) = q/r − (1 − 1/e) q/max(r, R).

Inside, max(r, R) = R, so φ is the bare potential plus a constant and has slope −q/r². Outside, max(r, R) = r and the terms combine to q/(e r), with slope −q/(e r²). The two expressions agree at r = R, and the outer one vanishes at infinity.

In the proof, `hin` and `hout` are the two slopes. Each uses the fact that near a point off the wall the maximum is simply R or simply r. The five bullets then check the five fields of `IsCavityPotential` in order: continuity, decay, differentiability and the two Gauss laws.

```lean
#print axioms DielectricCavity.reaction_energy
#print axioms DielectricCavity.cavity_shift_and_energy
```

```
'DielectricCavity.reaction_energy' depends on axioms: [propext, Classical.choice, Quot.sound]
'DielectricCavity.cavity_shift_and_energy' depends on axioms: [propext, Classical.choice, Quot.sound]
```
